# The sum of r^(|m|+|n|) over the points of a square lattice

Give each point (m, n) of the integer square lattice the weight r^(|m|+|n|), where r is a real number with 0 ≤ r < 1. The lemma says that these weights, summed over the whole infinite lattice, converge to ((1 + r)/(1 − r))². It is a purely mathematical statement about a lattice sum and assumes no Hamiltonian or quantum state. The proof first sums r^|n| over the integers, by splitting them into the nonnegative and the negative ones and using the geometric series on each part. It then multiplies two copies of this one-dimensional sum, using the fact that the terms are nonnegative to show that the double series converges.

The failing Lean file:

```lean
import Mathlib

open Real

namespace AbrikosovLattice

noncomputable section

/-- The two-dimensional geometric sum of `r ^ (|m| + |n|)` over all integers `m, n`. -/
theorem hasSum_pow_natAbs {r : ℝ} (h0 : 0 ≤ r) (h1 : r < 1) :
    HasSum (fun p : ℤ × ℤ => r ^ p.1.natAbs * r ^ p.2.natAbs) (((1 + r) / (1 - r)) ^ 2) := by
  have h : HasSum (fun n : ℤ => r ^ n.natAbs) ((1 + r) / (1 - r)) := by
    have hg := hasSum_geometric_of_lt_one h0 h1
    have h2 : HasSum (fun n : ℕ => r ^ (-((n : ℤ) + 1)).natAbs) (r * (1 - r)⁻¹) := by
      have e : ∀ n : ℕ, (-((n : ℤ) + 1)).natAbs = n + 1 := fun n => by omega
      simp only [e, pow_succ']
      exact hg.mul_left r
    have h3 : HasSum (fun n : ℕ => r ^ (n : ℤ).natAbs) (1 - r)⁻¹ := by
      simpa only [Int.natAbs_natCast] using hg
    have h4 := HasSum.of_nat_of_neg_add_one (f := fun n : ℤ => r ^ n.natAbs) h3 h2
    convert h4 using 1
    ring
  have hn : (0 : ℤ → ℝ) ≤ fun n => r ^ n.natAbs := fun n => pow_nonneg h0 _
  rw [pow_two]
  exact h.mul h (h.summable.mul_of_nonneg h.summable hn hn)

end

end AbrikosovLattice
```

The compiler's answer:

```
Main.lean:9:0: error: (deterministic) timeout at `whnf`, maximum number of heartbeats (200000) has been reached

Note: Use `set_option maxHeartbeats <num>` to set the limit.

Hint: Additional diagnostic information may be available using the `set_option diagnostics true` command.
```

The only message is a timeout: Lean used up its 200000 heartbeats in `whnf`, the procedure that unfolds terms by their definitions. It is reported at the start of the declaration, so it does not tell us which step was expensive, and it does not say that any step is false.

In the failing proof the summand is the explicit function `fun n => r ^ n.natAbs`, so Lean is free to unfold the power and `natAbs` whenever it compares two forms of a sum. The repair obtains a function `f` from an existence statement. Lean then knows `f` only through the equation `hf`, and cannot unfold it.

The equations `e2`, `e3` and `e5` carry out the needed changes of form by explicit rewriting, and `hn` also uses `hf`. The lemmas that split and multiply the sums can now be applied to `f` itself, which closes off that unfolding. `e4` replaces `convert` by a stated identity, so that the split sum has exactly the required value. Moving `hg` outward and giving `pow_two` its argument are mere tidying.

Fix (accepted with no message):

```diff
@@ -10,17 +10,32 @@
 theorem hasSum_pow_natAbs {r : ℝ} (h0 : 0 ≤ r) (h1 : r < 1) :
     HasSum (fun p : ℤ × ℤ => r ^ p.1.natAbs * r ^ p.2.natAbs) (((1 + r) / (1 - r)) ^ 2) := by
-  have h : HasSum (fun n : ℤ => r ^ n.natAbs) ((1 + r) / (1 - r)) := by
-    have hg := hasSum_geometric_of_lt_one h0 h1
-    have h2 : HasSum (fun n : ℕ => r ^ (-((n : ℤ) + 1)).natAbs) (r * (1 - r)⁻¹) := by
-      have e : ∀ n : ℕ, (-((n : ℤ) + 1)).natAbs = n + 1 := fun n => by omega
-      simp only [e, pow_succ']
+  obtain ⟨f, hf⟩ : ∃ f : ℤ → ℝ, ∀ n, f n = r ^ n.natAbs := ⟨_, fun _ => rfl⟩
+  have hg := hasSum_geometric_of_lt_one h0 h1
+  -- split the one-dimensional sum into nonnegative and negative integers
+  have h : HasSum f ((1 + r) / (1 - r)) := by
+    have e2 : (fun n : ℕ => f (-((n : ℤ) + 1))) = fun n : ℕ => r * r ^ n := by
+      funext n
+      have e : (-((n : ℤ) + 1)).natAbs = n + 1 := by omega
+      rw [hf, e, pow_succ']
+    have e3 : (fun n : ℕ => f (n : ℤ)) = fun n : ℕ => r ^ n := by
+      funext n
+      rw [hf, Int.natAbs_natCast]
+    have h2 : HasSum (fun n : ℕ => f (-((n : ℤ) + 1))) (r * (1 - r)⁻¹) := by
+      rw [e2]
       exact hg.mul_left r
-    have h3 : HasSum (fun n : ℕ => r ^ (n : ℤ).natAbs) (1 - r)⁻¹ := by
-      simpa only [Int.natAbs_natCast] using hg
-    have h4 := HasSum.of_nat_of_neg_add_one (f := fun n : ℤ => r ^ n.natAbs) h3 h2
-    convert h4 using 1
-    ring
-  have hn : (0 : ℤ → ℝ) ≤ fun n => r ^ n.natAbs := fun n => pow_nonneg h0 _
-  rw [pow_two]
+    have h3 : HasSum (fun n : ℕ => f (n : ℤ)) (1 - r)⁻¹ := by
+      rw [e3]
+      exact hg
+    have e4 : (1 + r) / (1 - r) = (1 - r)⁻¹ + r * (1 - r)⁻¹ := by ring
+    rw [e4]
+    exact HasSum.of_nat_of_neg_add_one h3 h2
+  have hn : (0 : ℤ → ℝ) ≤ f := fun n => by
+    rw [hf]
+    exact pow_nonneg h0 _
+  have e5 : (fun p : ℤ × ℤ => r ^ p.1.natAbs * r ^ p.2.natAbs)
+      = fun p : ℤ × ℤ => f p.1 * f p.2 := by
+    funext p
+    rw [hf p.1, hf p.2]
+  rw [e5, pow_two ((1 + r) / (1 - r))]
   exact h.mul h (h.summable.mul_of_nonneg h.summable hn hn)
 
```
